# Exact solutions of the Lamé equation of orders one and two from the Jacobi system

The functions $s=\sin x$, $c=\cos x$, $d=1$ obey $s'=c$, $c'=-s$, $d'=0$. One more derivative gives $-d''=0$, $-c''=c$, $-s''=s$: solutions of the free-particle Schrödinger equation at energies $0,1,1$, in units $\hbar^2/2M=1$ for particle mass $M$. A real parameter $m$ deforms this closed first-order system, and the same step, helped by two conserved quantities, gives solutions at the energies $m,1,1+m$ in the potential $2ms^2$, where $s$ is now the deformed function and no longer the sine.

## System, potential and equation

```lean
import Mathlib

open Real

namespace LameBandEdges

noncomputable section
```

`open Real` lets `sin` and `cosh` stand for the real functions.

```lean
/-- The first-order system and initial values of the Jacobi functions sn, cn, dn
with parameter `m`: s' = c d, c' = -s d, d' = -m s c, s(0) = 0, c(0) = d(0) = 1. -/
structure IsJacobi (m : ℝ) (s c d : ℝ → ℝ) : Prop where
  hs : ∀ x, HasDerivAt s (c x * d x) x
  hc : ∀ x, HasDerivAt c (-(s x * d x)) x
  hd : ∀ x, HasDerivAt d (-m * (s x * c x)) x
  s0 : s 0 = 0
  c0 : c 0 = 1
  d0 : d 0 = 1
```

`HasDerivAt s v x` reads $s'(x)=v$. The fields state $s'=cd$, $c'=-sd$, $d'=-msc$ everywhere, with $s(0)=0$, $c(0)=d(0)=1$. This characterises sn, cn, dn with $m=k^2$, $k$ the elliptic modulus; $m$ is not a mass, and for $0<m<1$ it sets the depth and period of the lattice. The theorems about $s,c,d$ below take such a triple as their hypothesis `h`; the auxiliary lemma `solves_of_hasDerivAt` does not use it, and the two closing theorems exhibit triples for $m=0$ and $m=1$.

```lean
/-- The Lamé potential of order `n`: V(x) = n (n+1) m s(x)². -/
def lamePotential (n : ℕ) (m : ℝ) (s : ℝ → ℝ) (x : ℝ) : ℝ :=
  (n : ℝ) * (n + 1) * m * s x ^ 2
```

The potential of order $n$ is $V=n(n+1)ms^2$; the theorems use $n=1,2$.

```lean
/-- `y` is twice differentiable and solves -y'' + V y = E y on the whole line. -/
def Solves (V : ℝ → ℝ) (E : ℝ) (y : ℝ → ℝ) : Prop :=
  Differentiable ℝ y ∧ Differentiable ℝ (deriv y) ∧
    ∀ x, -deriv (deriv y) x + V x * y x = E * y x
```

`Solves V E y` is the stationary Schrödinger equation $-y''+Vy=Ey$ in units $\hbar^2/2M=1$ for particle mass $M$. It imposes no boundary condition, boundedness or normalisation.

```lean
/-- The superpotential W = m s c / d. -/
def superpotential (m : ℝ) (s c d : ℝ → ℝ) (x : ℝ) : ℝ :=
  m * (s x * c x) / d x
```

This defines $W=msc/d$.

```lean
variable {m : ℝ} {s c d : ℝ → ℝ}

/-- If `y₁` is the derivative of `y`, `y₂` that of `y₁`, and -y₂ + V y = E y,
then `y` solves the Schrödinger equation with potential `V` at energy `E`. -/
theorem solves_of_hasDerivAt {V y y₁ y₂ : ℝ → ℝ} {E : ℝ}
    (h1 : ∀ x, HasDerivAt y (y₁ x) x) (h2 : ∀ x, HasDerivAt y₁ (y₂ x) x)
    (h3 : ∀ x, -y₂ x + V x * y x = E * y x) : Solves V E y := by
  have e1 : deriv y = y₁ := funext fun x => (h1 x).deriv
  have e2 : deriv y₁ = y₂ := funext fun x => (h2 x).deriv
  unfold Solves
  refine ⟨fun x => (h1 x).differentiableAt, ?_, ?_⟩
  · rw [e1]
    exact fun x => (h2 x).differentiableAt
  · intro x
    rw [e1, e2]
    exact h3 x
```

Given functions $y_1=y'$ and $y_2=y_1'$ with $-y_2+Vy=Ey$, the lemma returns `Solves V E y`. What then remains is a polynomial identity in $s,c,d$.

## Two first integrals

```lean
/-- First integral of the Jacobi system: s² + c² = 1 everywhere. -/
theorem sn_sq_add_cn_sq (h : IsJacobi m s c d) (x : ℝ) : s x ^ 2 + c x ^ 2 = 1 := by
  -- the derivative 2 s c d - 2 c s d vanishes
  have hD : ∀ x, HasDerivAt (fun x => s x * s x + c x * c x) 0 x := fun x =>
    (((h.hs x).fun_mul (h.hs x)).fun_add ((h.hc x).fun_mul (h.hc x))).congr_deriv (by ring)
  have hdiff : Differentiable ℝ (fun x => s x * s x + c x * c x) :=
    fun x => (hD x).differentiableAt
  have key := is_const_of_deriv_eq_zero hdiff (fun x => (hD x).deriv) x 0
  simp only [h.s0, h.c0] at key
  linear_combination key
```

By hand, $(s^2+c^2)'=2scd-2csd=0$, so $s^2+c^2$ keeps its value $1$ at $x=0$. In `hD`, `fun_mul` is the product rule and `ring` the cancellation; `is_const_of_deriv_eq_zero` compares $x$ with $0$.

```lean
/-- First integral of the Jacobi system: d² + m s² = 1 everywhere. -/
theorem dn_sq_add_sn_sq (h : IsJacobi m s c d) (x : ℝ) : d x ^ 2 + m * s x ^ 2 = 1 := by
  -- the derivative -2 m s c d + 2 m s c d vanishes
  have hD : ∀ x, HasDerivAt (fun x => d x * d x + m * (s x * s x)) 0 x := fun x =>
    (((h.hd x).fun_mul (h.hd x)).fun_add
      (((h.hs x).fun_mul (h.hs x)).const_mul m)).congr_deriv (by ring)
  have hdiff : Differentiable ℝ (fun x => d x * d x + m * (s x * s x)) :=
    fun x => (hD x).differentiableAt
  have key := is_const_of_deriv_eq_zero hdiff (fun x => (hD x).deriv) x 0
  simp only [h.s0, h.d0] at key
  linear_combination key
```

Likewise $(d^2+ms^2)'=-2mscd+2mscd=0$, so $d^2+ms^2=1$.

## Order one

```lean
/-- In the Lamé potential of order one, 2 m s², the functions d, c, s solve the
Schrödinger equation at the energies m, 1 and 1 + m. -/
theorem lame_one_solutions (h : IsJacobi m s c d) :
    Solves (lamePotential 1 m s) m d ∧ Solves (lamePotential 1 m s) 1 c ∧
      Solves (lamePotential 1 m s) (1 + m) s := by
  have A := sn_sq_add_cn_sq h
  have B := dn_sq_add_sn_sq h
  -- differentiate the system once more and insert the first integrals
  refine ⟨?_, ?_, ?_⟩
  · refine solves_of_hasDerivAt h.hd
      (fun x => ((h.hs x).fun_mul (h.hc x)).const_mul (-m)) (fun x => ?_)
    simp only [lamePotential]
    push_cast
    linear_combination m * d x * A x
  · refine solves_of_hasDerivAt h.hc
      (fun x => ((h.hs x).fun_mul (h.hd x)).fun_neg) (fun x => ?_)
    simp only [lamePotential]
    push_cast
    linear_combination c x * B x
  · refine solves_of_hasDerivAt h.hs (fun x => (h.hc x).fun_mul (h.hd x)) (fun x => ?_)
    simp only [lamePotential]
    push_cast
    linear_combination s x * B x + m * s x * A x
```

For every real $m$ and $V=2ms^2$, the functions $d,c,s$ solve the equation at $E=m,1,1+m$:
$$d''=-md(c^2-s^2)=-d\,(m-2ms^2),$$
$$c''=-c(d^2-ms^2)=-c\,(1-2ms^2),$$
$$s''=-s(d^2+mc^2)=-s\,(1+m-2ms^2).$$
The second equalities insert the first integrals, named `A` and `B`. For $d$ the residual $-d''+Vd-md$ equals $md(s^2+c^2-1)$, which is what `linear_combination m * d x * A x` verifies.

For one non-interacting particle in this one-parameter potential with $0<m<1$, these energies are known as the edges of the band $[m,1]$ and of the continuum above $1+m$. That spectral reading, the periodicity behind it and the existence of the triple for $0<m<1$ are the subject of no theorem in the file, which proves differential equations.

```lean
/-- For m < 1 the function d is strictly positive everywhere. -/
theorem dn_pos (h : IsJacobi m s c d) (hm : m < 1) (x : ℝ) : 0 < d x := by
  -- a zero of d would force s² = 1 and then m = 1
  have hne : ∀ z, d z ≠ 0 := by
    intro z h0
    have A := sn_sq_add_cn_sq h z
    have B := dn_sq_add_sn_sq h z
    rw [h0] at B
    have hP := mul_nonneg (sub_pos.2 hm).le (sq_nonneg (s z))
    have hs2 : s z ^ 2 = 1 :=
      le_antisymm (by nlinarith [sq_nonneg (c z)]) (by nlinarith)
    rw [hs2] at B
    nlinarith
  -- d(0) = 1 and d is continuous, so it cannot change sign
  have hcont : Continuous d := continuous_iff_continuousAt.2 fun z => (h.hd z).continuousAt
  by_contra hx
  have hmem : (0 : ℝ) ∈ Set.Icc (d x) (d 0) := ⟨not_lt.1 hx, by rw [h.d0]; norm_num⟩
  obtain ⟨z, hz⟩ := intermediate_value_univ x 0 hcont hmem
  exact hne z hz
```

The condition $m<1$ contains the range $0<m<1$ of the band picture above and makes $d$ nodeless. If $d(z)=0$, then $ms^2=1$ at $z$. From $(1-m)s^2\ge0$ follows $s^2\ge1$, from $s^2+c^2=1$ follows $s^2\le1$; hence $s^2=1$ and $m=1$, a contradiction (`hne`). Since $d$ is continuous and $d(0)=1$, `intermediate_value_univ` turns any $d(x)\le0$ into a zero.

```lean
/-- For m < 1 the superpotential W = m s c / d satisfies d' = -W d and the Riccati
equation W' = W² - (V - m), with V = 2 m s². -/
theorem superpotential_riccati (h : IsJacobi m s c d) (hm : m < 1) (x : ℝ) :
    HasDerivAt d (-superpotential m s c d x * d x) x ∧
      HasDerivAt (superpotential m s c d)
        (superpotential m s c d x ^ 2 - (lamePotential 1 m s x - m)) x := by
  have hne : d x ≠ 0 := (dn_pos h hm x).ne'
  have hW : superpotential m s c d x * d x = m * (s x * c x) := by
    unfold superpotential
    exact div_mul_cancel₀ _ hne
  refine ⟨(h.hd x).congr_deriv (by linear_combination hW), ?_⟩
  have hD := (((h.hs x).fun_mul (h.hc x)).const_mul m).fun_div (h.hd x) hne
  refine (show HasDerivAt (superpotential m s c d) _ x from hD).congr_deriv ?_
  simp only [lamePotential]
  rw [div_eq_iff (pow_ne_zero 2 hne)]
  push_cast
  linear_combination m * d x ^ 2 * sn_sq_add_cn_sq h x -
    (superpotential m s c d x * d x + m * (s x * c x)) * hW
```

For $m<1$, $d'=-Wd$ and $W'=W^2-(V-m)$ with $V=2ms^2$. Lean assigns a value to division by zero, so `dn_pos` is what makes $W$ the true quotient and yields `hW`, $Wd=msc$. The first claim is then $d'=-msc$. The quotient rule, `fun_div`, gives
$$W'=\frac{m(c^2-s^2)d^2+(msc)^2}{d^2}=m-2ms^2+W^2 .$$
Formally, this is the relation behind the factorisation $-\partial_x^2+V-m=(-\partial_x+W)(\partial_x+W)$, whose right factor annihilates $d$.

## Order two

```lean
/-- In the Lamé potential of order two, 6 m s², the products c d, s d, s c solve the
Schrödinger equation at the energies 1 + m, 1 + 4m and 4 + m. -/
theorem lame_two_product_solutions (h : IsJacobi m s c d) :
    Solves (lamePotential 2 m s) (1 + m) (fun x => c x * d x) ∧
      Solves (lamePotential 2 m s) (1 + 4 * m) (fun x => s x * d x) ∧
      Solves (lamePotential 2 m s) (4 + m) (fun x => s x * c x) := by
  have A := sn_sq_add_cn_sq h
  have B := dn_sq_add_sn_sq h
  -- first derivatives of the three products
  have cd := fun x => (h.hc x).fun_mul (h.hd x)
  have sd := fun x => (h.hs x).fun_mul (h.hd x)
  have sc := fun x => (h.hs x).fun_mul (h.hc x)
  refine ⟨?_, ?_, ?_⟩
  · refine solves_of_hasDerivAt cd (fun x => ((sd x).fun_neg.fun_mul (h.hd x)).fun_add
      ((h.hc x).fun_mul ((sc x).const_mul (-m)))) (fun x => ?_)
    simp only [lamePotential]
    push_cast
    linear_combination c x * d x * B x + m * (c x * d x) * A x
  · refine solves_of_hasDerivAt sd (fun x => ((cd x).fun_mul (h.hd x)).fun_add
      ((h.hs x).fun_mul ((sc x).const_mul (-m)))) (fun x => ?_)
    simp only [lamePotential]
    push_cast
    linear_combination s x * d x * B x + 4 * m * (s x * d x) * A x
  · refine solves_of_hasDerivAt sc (fun x => ((cd x).fun_mul (h.hc x)).fun_add
      ((h.hs x).fun_mul (sd x).fun_neg)) (fun x => ?_)
    simp only [lamePotential]
    push_cast
    linear_combination 4 * (s x * c x) * B x + m * (s x * c x) * A x
```

For $V=6ms^2$ and any $m$, the products $cd,sd,sc$ solve the equation at $E=1+m,\ 1+4m,\ 4+m$. The first derivatives, `cd`, `sd`, `sc`, are $(cd)'=-sd^2-msc^2$, $(sd)'=cd^2-ms^2c$, $(sc)'=c^2d-s^2d$. Differentiating again,
$$(cd)''=-cd(d^2+mc^2-4ms^2)=-cd(1+m-6ms^2),$$
$$(sd)''=-sd(d^2+4mc^2-ms^2)=-sd(1+4m-6ms^2),$$
$$(sc)''=-sc(4d^2+mc^2-ms^2)=-sc(4+m-6ms^2).$$
The factors of $d^2$ and $c^2$ are the multipliers of `B x` and `A x` in the closing lines.

```lean
/-- In the Lamé potential of order two, 1 - a s² solves the Schrödinger equation at
energy 2a for both values a = 1 + m ± √(1 - m + m²). -/
theorem lame_two_polynomial_solutions (h : IsJacobi m s c d) {a : ℝ}
    (ha : a = 1 + m + √(1 - m + m ^ 2) ∨ a = 1 + m - √(1 - m + m ^ 2)) :
    Solves (lamePotential 2 m s) (2 * a) (fun x => 1 - a * s x ^ 2) := by
  have hq := Real.sq_sqrt (show 0 ≤ 1 - m + m ^ 2 by nlinarith [sq_nonneg (m - 1 / 2)])
  -- both values are roots of a² - 2 (1 + m) a + 3 m
  have hroot : a ^ 2 - 2 * (1 + m) * a + 3 * m = 0 := by
    rcases ha with e | e <;> rw [e] <;> linear_combination hq
  have h1 : ∀ x, HasDerivAt (fun x => 1 - a * s x ^ 2) (-(2 * a) * (s x * (c x * d x))) x := by
    intro x
    have hD := (((h.hs x).fun_mul (h.hs x)).const_mul a).const_sub 1
    simp only [sq]
    exact hD.congr_deriv (by ring)
  refine solves_of_hasDerivAt h1 (fun x =>
    ((h.hs x).fun_mul ((h.hc x).fun_mul (h.hd x))).const_mul (-(2 * a))) (fun x => ?_)
  simp only [lamePotential]
  push_cast
  linear_combination 2 * a * (d x ^ 2 - m * s x ^ 2) * sn_sq_add_cn_sq h x +
    2 * a * (1 - 2 * s x ^ 2) * dn_sq_add_sn_sq h x + 2 * s x ^ 2 * hroot
```

For both $a=1+m\pm\sqrt{1-m+m^2}$, the function $y=1-as^2$ solves the equation at $E=2a$. With $u=s^2$, $u'=2scd$ and
$$u''=2(c^2d^2-s^2d^2-ms^2c^2)=2-4(1+m)u+6mu^2 .$$
In $-y''+6muy$ the $u^2$ terms cancel, leaving $2a+[6m-4a(1+m)]u$. This equals $2a(1-au)$ when $a^2-2(1+m)a+3m=0$, which is `hroot`. The radicand is $(m-\tfrac12)^2+\tfrac34>0$, so the root squares back correctly (`hq`).

## The limits $m=0$ and $m=1$

```lean
/-- For m = 0 the triple (sin, cos, 1) solves the Jacobi system. -/
theorem trigonometric_witness : IsJacobi 0 sin cos (fun _ => 1) :=
  ⟨fun x => (Real.hasDerivAt_sin x).congr_deriv (by simp),
    fun x => (Real.hasDerivAt_cos x).congr_deriv (by simp),
    fun x => (hasDerivAt_const x (1 : ℝ)).congr_deriv (by simp),
    Real.sin_zero, Real.cos_zero, rfl⟩
```

The opening example satisfies `IsJacobi` with $m=0$, where the potential vanishes.

```lean
/-- For m = 1 the triple (tanh, sech, sech) solves the Jacobi system. -/
theorem hyperbolic_witness :
    IsJacobi 1 tanh (fun x => (cosh x)⁻¹) (fun x => (cosh x)⁻¹) := by
  have hne : ∀ x, cosh x ≠ 0 := fun x => (Real.cosh_pos x).ne'
  have hs : ∀ x, HasDerivAt tanh ((cosh x)⁻¹ * (cosh x)⁻¹) x := by
    intro x
    have e : tanh = fun x => sinh x / cosh x := funext Real.tanh_eq_sinh_div_cosh
    have one : cosh x * cosh x - sinh x * sinh x = 1 := by
      linear_combination Real.cosh_sq x
    rw [e]
    refine ((Real.hasDerivAt_sinh x).fun_div (Real.hasDerivAt_cosh x) (hne x)).congr_deriv ?_
    rw [one]
    ring
  have hc : ∀ x, HasDerivAt (fun x => (cosh x)⁻¹) (-(tanh x * (cosh x)⁻¹)) x := by
    intro x
    have hD : HasDerivAt (fun x => (cosh x)⁻¹) (-sinh x / cosh x ^ 2) x :=
      (Real.hasDerivAt_cosh x).inv (hne x)
    refine hD.congr_deriv ?_
    rw [Real.tanh_eq_sinh_div_cosh]
    ring
  have hd : ∀ x, HasDerivAt (fun x => (cosh x)⁻¹) (-1 * (tanh x * (cosh x)⁻¹)) x :=
    fun x => (hc x).congr_deriv (by ring)
  exact ⟨hs, hc, hd, Real.tanh_zero, by simp, by simp⟩

end

end LameBandEdges
```

At $m=1$ the triple is $(\tanh,\operatorname{sech},\operatorname{sech})$, with sech written `(cosh x)⁻¹`. The quotient rule and $\cosh^2-\sinh^2=1$ give $\tanh'=\operatorname{sech}^2$, and $\operatorname{sech}'=-\sinh/\cosh^2=-\tanh\operatorname{sech}$. The order-one potential becomes the single well $2-2\operatorname{sech}^2x$, with sech at $E=1$ and tanh at $E=2$.

```lean
#print axioms LameBandEdges.lame_one_solutions
#print axioms LameBandEdges.superpotential_riccati
#print axioms LameBandEdges.lame_two_product_solutions
#print axioms LameBandEdges.lame_two_polynomial_solutions
```

```
'LameBandEdges.lame_one_solutions' depends on axioms: [propext, Classical.choice, Quot.sound]
'LameBandEdges.superpotential_riccati' depends on axioms: [propext, Classical.choice, Quot.sound]
'LameBandEdges.lame_two_product_solutions' depends on axioms: [propext, Classical.choice, Quot.sound]
'LameBandEdges.lame_two_polynomial_solutions' depends on axioms: [propext, Classical.choice, Quot.sound]
```

## Checking a one-dimensional band solver

In Python, `scipy.special.ellipj(x, m)` returns sn, cn, dn and the amplitude, with the same parameter $m$. For $0<m<1$ one samples $V=2m\,\mathrm{sn}^2$ on a cell of length $2K(m)$, $K$ being the complete elliptic integral of the first kind, and diagonalises the finite-difference or plane-wave matrix of $-\partial_x^2+V$. Up to discretisation error, the lowest eigenvalue with periodic boundary conditions should approach $m$, and the two lowest with antiperiodic ones $1$ and $1+m$. If the triple comes instead from integrating the first-order system numerically, a drift of $s^2+c^2-1$ or $d^2+ms^2-1$ away from zero reveals an integration error; its absence does not exclude one, since a shift in $x$ leaves both at zero.
